# A frozen-Hamiltonian step that is not time-reversible: a two-level example

## The forward-and-back check

A real-time propagation code can be checked by taking one step forward, one step with the opposite time increment, and comparing the result with the starting state. When the Hamiltonian depends on the state, a discrepancy need not mean that the matrix exponential is wrong: the two steps may have used different Hamiltonians. The two-level model below gives that discrepancy in closed form.

Write a state as $\psi=(\psi_0,\psi_1)\in\mathbb C^2$, set $\hbar=1$, measure energies in units of the coupling at $|\psi_0|^2=1$, and let

$$H(\psi)=|\psi_0|^2\sigma_x,\qquad S_t(\psi)=e^{-itH(\psi)}\psi .$$

The population of the first level sets the coupling between the levels. This imitates only the state dependence of a mean field; the model is not derived from an energy functional. The step has no self-consistency: $H$ is evaluated at the incoming state and then held fixed.

## Each step is a rotation

The matrix $\sigma_x$ has eigenvectors $(1,1)$ and $(1,-1)$ with eigenvalues $1$ and $-1$. Exponentiating these eigenvalues and transforming back gives

$$R(\theta):=e^{-i\theta\sigma_x}=\cos\theta-i\sin\theta\,\sigma_x,\qquad R(a)R(b)=R(a+b).$$

Hence $S_t(\psi)=R(t|\psi_0|^2)\psi$. Since $R(\theta)$ is unitary, the total population is conserved.

## The angle left over

Let $\varphi=S_t(\psi)$. The backward step uses $H(\varphi)$, so

$$S_{-t}(S_t(\psi))=R(-t|\varphi_0|^2)R(t|\psi_0|^2)\psi=R(\theta)\psi,\qquad \theta=t\left(|\psi_0|^2-|\varphi_0|^2\right).$$

Suppose $R(\theta)\psi=\psi$. The two components read

$$(\cos\theta-1)\psi_0=i\sin\theta\,\psi_1,\qquad(\cos\theta-1)\psi_1=i\sin\theta\,\psi_0 .$$

Multiplying the first by $\cos\theta-1$ and inserting the second gives $[(\cos\theta-1)^2+\sin^2\theta]\psi_0=0$, that is, $2(1-\cos\theta)\psi_0=0$. The same holds for $\psi_1$. A nonzero state therefore returns only if $\cos\theta=1$. Conversely, $\cos\theta=1$ forces $\sin\theta=0$ and $R(\theta)=1$.

For $\psi=(1,0)$, the forward step gives $\varphi=(\cos t,-i\sin t)$. Thus $\theta=t(1-\cos^2t)=t\sin^2t$, and

$$S_{-t}(S_t(1,0))=\left(\cos(t\sin^2t),\,-i\sin(t\sin^2t)\right).$$

If $0<t<\pi$, then $0<t\sin^2t\le t<\pi$. The second component is nonzero, so the state has not returned, even up to a global phase.

## The statement in Lean

A state is a function `Fin 2 → ℂ`, with components `ψ 0` and `ψ 1`, the $\psi_0$ and $\psi_1$ above. The population $|\psi_0|^2$ is `normSq (ψ 0)`, and `step` applies the true matrix exponential, `NormedSpace.exp`, to the state with `*ᵥ`. The time `t` is real.

The theorem `step_back_step_up` states the closed formula for every `t`, and `step_not_reversible` states the inequality for `0 < t` and `t < Real.pi`. The general formula `step_back_step` needs no normalisation, while `step_reversible_iff` assumes only `ψ ≠ 0`. Its equality is between vectors, so a return up to a phase does not count. The theorems concern this one Hamiltonian and a single pair of steps.

## A backward step with the stored Hamiltonian

The return could have been modelled with the Hamiltonian kept from the forward step. The two exponentials would then be inverse matrices and every state would return exactly. That would check only that the two matrices are inverse to each other, which a Crank–Nicolson step also satisfies although it merely approximates the exponential. It would not test the reversibility of the map $S_t$, which must evaluate $H$ at the state it receives.

## The file

```lean
import Mathlib

open Matrix
open Complex (I normSq)

namespace FrozenHamiltonianStep

noncomputable section

/-- The Pauli matrix `σₓ`. -/
def sigmaX : Matrix (Fin 2) (Fin 2) ℂ := !![0, 1; 1, 0]

/-- The state-dependent Hamiltonian `H(ψ) = |ψ₀|² σₓ`, where `ψ₀` is the component `ψ 0`. -/
def hamiltonian (ψ : Fin 2 → ℂ) : Matrix (Fin 2) (Fin 2) ℂ :=
  (normSq (ψ 0) : ℂ) • sigmaX

/-- The step `exp(-itH(ψ))ψ` without self-consistency: `H` is frozen at the initial state. -/
def step (t : ℝ) (ψ : Fin 2 → ℂ) : Fin 2 → ℂ :=
  NormedSpace.exp ((-(I * (t : ℂ))) • hamiltonian ψ) *ᵥ ψ

/-- The matrix `cos θ - i sin θ σₓ`. -/
def rot (θ : ℝ) : Matrix (Fin 2) (Fin 2) ℂ :=
  !![(Real.cos θ : ℂ), -I * (Real.sin θ : ℂ); -I * (Real.sin θ : ℂ), (Real.cos θ : ℂ)]

/-- The exponential of `-iθσₓ` is `cos θ - i sin θ σₓ`. -/
theorem exp_sigmaX (θ : ℝ) : NormedSpace.exp ((-(I * (θ : ℂ))) • sigmaX) = rot θ := by
  -- diagonalise `σₓ` with the matrix of its eigenvectors
  let U : Matrix (Fin 2) (Fin 2) ℂ := !![1, 1; 1, -1]
  let V : Matrix (Fin 2) (Fin 2) ℂ := !![1 / 2, 1 / 2; 1 / 2, -(1 / 2)]
  have hU : U * V = 1 := by
    ext i j
    fin_cases i <;> fin_cases j <;>
      simp [U, V, Matrix.mul_apply, Fin.sum_univ_succ] <;> norm_num
  have hinv : U⁻¹ = V := Matrix.inv_eq_right_inv hU
  have hunit : IsUnit U := ⟨⟨U, V, hU, mul_eq_one_comm.mp hU⟩, rfl⟩
  have hdiag : ∀ a b : ℂ, Matrix.diagonal ![a, b] = !![a, 0; 0, b] := by
    intro a b
    ext i j
    fin_cases i <;> fin_cases j <;> simp
  have hdec : (-(I * (θ : ℂ))) • sigmaX =
      U * Matrix.diagonal ![-(I * (θ : ℂ)), I * (θ : ℂ)] * U⁻¹ := by
    rw [hinv, hdiag]
    ext i j
    fin_cases i <;> fin_cases j <;>
      simp [U, V, sigmaX, Matrix.mul_apply, Fin.sum_univ_succ] <;> ring
  have hd : NormedSpace.exp ![-(I * (θ : ℂ)), I * (θ : ℂ)] =
      ![Complex.exp (-(I * (θ : ℂ))), Complex.exp (I * (θ : ℂ))] := by
    ext i
    rw [Pi.coe_exp]
    fin_cases i <;> simp [Complex.exp_eq_exp_ℂ]
  have e1 : Complex.exp (I * (θ : ℂ)) = Complex.cos θ + Complex.sin θ * I := by
    rw [mul_comm, Complex.exp_mul_I]
  have e2 : Complex.exp (-(I * (θ : ℂ))) = Complex.cos θ - Complex.sin θ * I := by
    rw [show -(I * (θ : ℂ)) = (-(θ : ℂ)) * I by ring,
      Complex.exp_mul_I, Complex.cos_neg, Complex.sin_neg]
    ring
  rw [hdec, Matrix.exp_conj _ _ hunit, Matrix.exp_diagonal, hinv, hd, e1, e2, hdiag]
  ext i j
  fin_cases i <;> fin_cases j <;>
    simp [U, V, rot, Matrix.mul_apply, Fin.sum_univ_succ] <;> ring

/-- Successive rotations about `σₓ` add their angles. -/
theorem rot_add (a b : ℝ) : rot a * rot b = rot (a + b) := by
  ext i j
  fin_cases i <;> fin_cases j <;>
    simp [rot, Matrix.mul_apply, Fin.sum_univ_succ, Complex.cos_add, Complex.sin_add] <;>
    first
      | ring1
      | linear_combination (Complex.sin a * Complex.sin b) * Complex.I_sq

/-- The components of a state rotated about `σₓ`. -/
theorem rot_mulVec (θ : ℝ) (ψ : Fin 2 → ℂ) : rot θ *ᵥ ψ =
    ![(Real.cos θ : ℂ) * ψ 0 - I * (Real.sin θ : ℂ) * ψ 1,
      (Real.cos θ : ℂ) * ψ 1 - I * (Real.sin θ : ℂ) * ψ 0] := by
  ext i
  fin_cases i <;> simp [rot, Matrix.mulVec, dotProduct, Fin.sum_univ_succ] <;> ring

/-- The frozen step applies the matrix `rot θ` to the state, with `θ = t|ψ₀|²`. -/
theorem step_eq (t : ℝ) (ψ : Fin 2 → ℂ) : step t ψ = rot (t * normSq (ψ 0)) *ᵥ ψ := by
  have h : -(I * (t : ℂ)) * (normSq (ψ 0) : ℂ) =
      -(I * ((t * normSq (ψ 0) : ℝ) : ℂ)) := by
    push_cast
    ring
  rw [step, hamiltonian, smul_smul, h, exp_sigmaX]

/-- The frozen step conserves the total population. -/
theorem step_population (t : ℝ) (ψ : Fin 2 → ℂ) :
    normSq (step t ψ 0) + normSq (step t ψ 1) = normSq (ψ 0) + normSq (ψ 1) := by
  rw [step_eq, rot_mulVec]
  generalize t * normSq (ψ 0) = θ
  simp only [Matrix.cons_val_zero, Matrix.cons_val_one, Complex.normSq_apply,
    Complex.sub_re, Complex.sub_im, Complex.mul_re, Complex.mul_im, Complex.ofReal_re,
    Complex.ofReal_im, Complex.I_re, Complex.I_im]
  linear_combination ((ψ 0).re ^ 2 + (ψ 0).im ^ 2 + (ψ 1).re ^ 2 + (ψ 1).im ^ 2) *
    Real.sin_sq_add_cos_sq θ

/-- A step forward and a step back rotate the state by `t` times the difference of the
populations at which the two Hamiltonians were frozen. -/
theorem step_back_step (t : ℝ) (ψ : Fin 2 → ℂ) : step (-t) (step t ψ) =
    rot (t * (normSq (ψ 0) - normSq (step t ψ 0))) *ᵥ ψ := by
  calc step (-t) (step t ψ)
      = rot (-t * normSq (step t ψ 0)) *ᵥ step t ψ := step_eq _ _
    _ = rot (-t * normSq (step t ψ 0)) *ᵥ (rot (t * normSq (ψ 0)) *ᵥ ψ) := by
        rw [← step_eq t ψ]
    _ = _ := by
        rw [Matrix.mulVec_mulVec, rot_add]
        congr 2
        ring

/-- For a nonzero state, a frozen step forward and back returns the state exactly when the
cosine of the rotation angle left over is one. -/
theorem step_reversible_iff (t : ℝ) (ψ : Fin 2 → ℂ) (hψ : ψ ≠ 0) :
    step (-t) (step t ψ) = ψ ↔
      Real.cos (t * (normSq (ψ 0) - normSq (step t ψ 0))) = 1 := by
  rw [step_back_step]
  generalize t * (normSq (ψ 0) - normSq (step t ψ 0)) = θ
  rw [rot_mulVec]
  have hcs := Real.sin_sq_add_cos_sq θ
  constructor
  · intro h
    by_contra hc
    have h0 : (Real.cos θ : ℂ) * ψ 0 - I * (Real.sin θ : ℂ) * ψ 1 = ψ 0 := congrFun h 0
    have h1 : (Real.cos θ : ℂ) * ψ 1 - I * (Real.sin θ : ℂ) * ψ 0 = ψ 1 := congrFun h 1
    have hcs' : (Real.sin θ : ℂ) ^ 2 + (Real.cos θ : ℂ) ^ 2 = 1 := by
      rw [← Complex.ofReal_pow, ← Complex.ofReal_pow, ← Complex.ofReal_add, hcs,
        Complex.ofReal_one]
    have hne : 1 - (Real.cos θ : ℂ) ≠ 0 := fun h' =>
      hc (Complex.ofReal_eq_one.mp (sub_eq_zero.mp h').symm)
    -- eliminating one component leaves `1 - cos θ` times the other
    have key : ∀ x y : ℂ, (Real.cos θ : ℂ) * x - I * (Real.sin θ : ℂ) * y = x →
        (Real.cos θ : ℂ) * y - I * (Real.sin θ : ℂ) * x = y → x = 0 := by
      intro x y hx hy
      have k : (1 - (Real.cos θ : ℂ)) * x = 0 := by
        linear_combination (((Real.cos θ : ℂ) - 1) / 2) * hx +
          (I * (Real.sin θ : ℂ) / 2) * hy - (x / 2) * hcs' +
          ((Real.sin θ : ℂ) ^ 2 * x / 2) * Complex.I_sq
      exact (mul_eq_zero.mp k).resolve_left hne
    apply hψ
    ext i
    fin_cases i
    · exact key _ _ h0 h1
    · exact key _ _ h1 h0
  · intro h
    have hs : Real.sin θ = 0 := by
      rw [h] at hcs
      nlinarith
    rw [h, hs]
    ext i
    fin_cases i <;> simp

/-- Starting from `(1,0)`, a frozen step forward and back ends in
`(cos(t sin² t), -i sin(t sin² t))`. -/
theorem step_back_step_up (t : ℝ) : step (-t) (step t ![1, 0]) =
    ![(Real.cos (t * Real.sin t ^ 2) : ℂ), -I * (Real.sin (t * Real.sin t ^ 2) : ℂ)] := by
  have hφ : step t ![1, 0] 0 = (Real.cos t : ℂ) := by
    rw [step_eq, rot_mulVec]
    simp
  have harg : t * (normSq ((![1, 0] : Fin 2 → ℂ) 0) - normSq (step t ![1, 0] 0)) =
      t * Real.sin t ^ 2 := by
    rw [hφ, Complex.normSq_ofReal]
    simp only [Matrix.cons_val_zero, map_one]
    linear_combination (-t) * Real.sin_sq_add_cos_sq t
  rw [step_back_step, harg, rot_mulVec]
  ext i
  fin_cases i <;> simp

/-- Time reversibility of the frozen step fails at `(1,0)` for every `0 < t < π`. -/
theorem step_not_reversible (t : ℝ) (h0 : 0 < t) (hπ : t < Real.pi) :
    step (-t) (step t ![1, 0]) ≠ ![1, 0] := by
  intro h
  rw [step_back_step_up] at h
  have h1 : -I * (Real.sin (t * Real.sin t ^ 2) : ℂ) = 0 := congrFun h 1
  have hs : 0 < Real.sin t := Real.sin_pos_of_pos_of_lt_pi h0 hπ
  -- the leftover angle lies strictly between `0` and `π`
  have hlt : t * Real.sin t ^ 2 < Real.pi := by
    nlinarith [Real.sin_sq_add_cos_sq t, mul_nonneg h0.le (sq_nonneg (Real.cos t))]
  have hpos := Real.sin_pos_of_pos_of_lt_pi (by positivity) hlt
  rcases mul_eq_zero.mp h1 with h2 | h2
  · exact neg_ne_zero.mpr Complex.I_ne_zero h2
  · exact hpos.ne' (Complex.ofReal_eq_zero.mp h2)

end

end FrozenHamiltonianStep
```

```lean
#print axioms FrozenHamiltonianStep.step_population
-- 'FrozenHamiltonianStep.step_population' depends on axioms: [propext, Classical.choice, Quot.sound]
#print axioms FrozenHamiltonianStep.step_reversible_iff
-- 'FrozenHamiltonianStep.step_reversible_iff' depends on axioms: [propext, Classical.choice, Quot.sound]
#print axioms FrozenHamiltonianStep.step_not_reversible
-- 'FrozenHamiltonianStep.step_not_reversible' depends on axioms: [propext, Classical.choice, Quot.sound]
```

## How the proof runs

`exp_sigmaX` carries out the diagonalisation. `U` holds the eigenvectors and `V` is its inverse; `Matrix.exp_conj` moves the exponential inside the change of basis, `Matrix.exp_diagonal` reduces it to the diagonal entries, and Euler's formula finishes the calculation. `rot_add` is the addition theorem for sine and cosine, and `rot_mulVec` writes out the rotated components.

`step_eq` absorbs the population into the angle. From it, `step_population` follows by $\sin^2\theta+\cos^2\theta=1$, and `step_back_step` by combining the two rotations.

In `step_reversible_iff`, the auxiliary claim `key` is the elimination above: `linear_combination` produces $(1-\cos\theta)x=0$, and it is applied once to each component. `step_back_step_up` inserts $(1,0)$ and simplifies the angle. Finally, `step_not_reversible` compares second components: `positivity` and `nlinarith` place the angle strictly between $0$ and $\pi$, where the sine is positive, contradicting the zero that a return would require.
